# The net force from egg-box terms A cos(2πxᵢ/h) added to a differentiable, translation-invariant interaction is (2πA/h) Σ sin(2πxᵢ/h)

The theorem `net_force` concerns finitely many atoms with real positions xᵢ, whose interaction V is differentiable and unchanged when all atoms shift together. To V is added a spurious term A cos(2πxᵢ/h) for each atom, where h is the grid spacing, nonzero in the physical reading. The theorem says that the resulting potential energy is differentiable and that the forces on the atoms sum to (2πA/h) Σ sin(2πxᵢ/h). The attempt finds the derivative of the potential energy by the sum and chain rules, then evaluates it on a rigid shift of all the atoms, where the interaction contributes nothing.

An attempt in Lean 4 with a fault in it:

```lean
import Mathlib

open Real

namespace NetForce

noncomputable section

variable {ι : Type*} [Fintype ι] [DecidableEq ι]

/-- The spurious potential `A cos(2πs/h)` felt by one atom at position `s` on a grid of
spacing `h ≠ 0`. -/
def eggBox (A h s : ℝ) : ℝ := A * cos (2 * π * s / h)

/-- Potential energy of the atoms: their interaction `V` plus the egg-box term of each atom,
for grid spacing `h ≠ 0`. -/
def potential (V : (ι → ℝ) → ℝ) (A h : ℝ) (x : ι → ℝ) : ℝ :=
  V x + ∑ i, eggBox A h (x i)

/-- The force on atom `i`: minus the partial derivative of the potential energy `U`
with respect to its position, where `U` is differentiable. -/
def force (U : (ι → ℝ) → ℝ) (x : ι → ℝ) (i : ι) : ℝ :=
  -(fderiv ℝ U x (Pi.single i 1))

/-- Where the potential energy `U` is differentiable, its derivative along a velocity `v` is minus
the power delivered by the forces. -/
theorem fderiv_eq_neg_power (U : (ι → ℝ) → ℝ) (x v : ι → ℝ) :
    fderiv ℝ U x v = -∑ i, v i * force U x i := by
  have hv : v = ∑ i, v i • (Pi.single i 1 : ι → ℝ) := by
    ext j
    simp [Finset.sum_apply, Pi.single_apply]
  calc fderiv ℝ U x v = fderiv ℝ U x (∑ i, v i • (Pi.single i 1 : ι → ℝ)) :=
        congrArg _ hv
    _ = ∑ i, v i * fderiv ℝ U x (Pi.single i 1) := by
        rw [map_sum]
        simp only [map_smul, smul_eq_mul]
    _ = -∑ i, v i * force U x i := by
        simp only [force, mul_neg, Finset.sum_neg_distrib, neg_neg]

/-- The forces derived from a differentiable, translation-invariant interaction
sum to zero. -/
theorem internal_forces_cancel {V : (ι → ℝ) → ℝ} (hV : Differentiable ℝ V)
    (hinv : ∀ x c, V (fun i => x i + c) = V x) (x : ι → ℝ) :
    ∑ i, force V x i = 0 := by
  -- differentiate `V` along a rigid shift of all atoms
  have hline : HasDerivAt (fun c : ℝ => (fun i => x i + c : ι → ℝ)) (fun _ => 1) 0 :=
    hasDerivAt_pi.2 fun i => (hasDerivAt_id' (0 : ℝ)).const_add (x i)
  have hd : HasFDerivAt V (fderiv ℝ V x) (fun i => x i + (0 : ℝ)) := by
    simpa using (hV x).hasFDerivAt
  have h1 := hd.comp_hasDerivAt (0 : ℝ) hline
  have h2 : HasDerivAt (V ∘ fun c : ℝ => (fun i => x i + c : ι → ℝ)) 0 0 := by
    have e : (V ∘ fun c : ℝ => (fun i => x i + c : ι → ℝ)) = fun _ => V x :=
      funext fun c => hinv x c
    rw [e]
    exact hasDerivAt_const _ _
  have h3 := h1.unique h2
  rw [fderiv_eq_neg_power] at h3
  simp only [one_mul] at h3
  linarith

/-- The derivative of the egg-box potential of one atom. -/
theorem hasDerivAt_eggBox (A h s : ℝ) :
    HasDerivAt (eggBox A h) (-(2 * π * A / h * sin (2 * π * s / h))) s := by
  have h1 : HasDerivAt (fun y : ℝ => 2 * π * y / h) (2 * π / h) s := by
    simpa using ((hasDerivAt_id' s).const_mul (2 * π)).div_const h
  exact (h1.cos.const_mul A).congr_deriv (by ring)

/-- For a differentiable, translation-invariant interaction, the potential energy with egg-box terms
is differentiable and the net force is `(2πA/h) ∑ sin(2πxᵢ/h)`. -/
theorem net_force {V : (ι → ℝ) → ℝ} (hV : Differentiable ℝ V)
    (hinv : ∀ x c, V (fun i => x i + c) = V x) (A h : ℝ) :
    Differentiable ℝ (potential V A h) ∧ ∀ x, ∑ i, force (potential V A h) x i =
      2 * π * A / h * ∑ i, sin (2 * π * x i / h) := by
  have hP : ∀ x, HasFDerivAt (potential V A h) (fderiv ℝ V x +
      ∑ i, (-(2 * π * A / h * sin (2 * π * x i / h))) •
        (ContinuousLinearMap.proj i : (ι → ℝ) →L[ℝ] ℝ)) x := fun x =>
    (hV x).hasFDerivAt.add (HasFDerivAt.fun_sum fun i _ =>
      (hasDerivAt_eggBox A h (x i)).comp_hasFDerivAt x (hasFDerivAt_apply i x))
  refine ⟨fun x => (hP x).differentiableAt, fun x => ?_⟩
  -- evaluate the derivative on a rigid shift; the interaction drops out
  have q : fderiv ℝ V x (fun _ => 1) = 0 := by
    rw [fderiv_eq_neg_power]
    simp only [one_mul, internal_forces_cancel hV hinv x, neg_zero]
  have p := fderiv_eq_neg_power (potential V A h) x (fun _ => 1)
  rw [(hP x).fderiv] at p
  simp only [ContinuousLinearMap.add_apply, ContinuousLinearMap.sum_apply,
    ContinuousLinearMap.smul_apply, ContinuousLinearMap.proj_apply, smul_eq_mul,
    mul_one, one_mul, q, Finset.sum_neg_distrib, zero_add] at p
  rw [Finset.mul_sum]
  linarith

end

end NetForce
```

Messages:

```
Main.lean:78:55: error: Application type mismatch: The argument
  hasFDerivAt_apply i x
has type
  HasFDerivAt (fun f => f i) (ContinuousLinearMap.proj i) x
but is expected to have type
  HasFDerivAt (fun x => cos (2 * π * x i / h)) (ContinuousLinearMap.proj i) x
in the application
  HasDerivAt.comp_hasFDerivAt x ?m.227 (hasFDerivAt_apply i x)
Main.lean:78:6: error: Application type mismatch: The argument
  hasDerivAt_eggBox A h (x i)
has type
  HasDerivAt (eggBox A h) (-(2 * π * A / h * sin (2 * π * x i / h))) (x i)
but is expected to have type
  HasDerivAt (HMul.hMul A) (-(2 * π * A / h * sin (2 * π * x i / h))) (cos (2 * π * x i / h))
in the application
  HasDerivAt.comp_hasFDerivAt x (hasDerivAt_eggBox A h (x i))
```

What went wrong. Both messages come from one wrong choice in the chain rule. `HasDerivAt.comp_hasFDerivAt` needs an outer and an inner function, and Lean settled these from the expected type before checking the arguments. It unfolded `eggBox` and split the product at its outermost operation, with multiplication by `A` outside and the cosine inside. The proof supplies a different split: `eggBox A h` outside, and the coordinate `x i` inside. So the first message rejects the derivative of the coordinate, and the second that of `eggBox A h`.

The repair states the coordinate's derivative as `ha` and builds the composite `hc` with no expected type, so the arguments themselves fix the two functions. Only then does `exact hc` compare the result with the stated goal `hg`. The sum `hs` is also built before it meets the goal, so its index set is given as `Finset.univ`.

The shorter lemma names in the later `simp only` are mere tidying; neither message concerns that call.

Fix (accepted with no message):

```diff
@@ -74,7 +74,16 @@
   have hP : ∀ x, HasFDerivAt (potential V A h) (fderiv ℝ V x +
       ∑ i, (-(2 * π * A / h * sin (2 * π * x i / h))) •
-        (ContinuousLinearMap.proj i : (ι → ℝ) →L[ℝ] ℝ)) x := fun x =>
-    (hV x).hasFDerivAt.add (HasFDerivAt.fun_sum fun i _ =>
-      (hasDerivAt_eggBox A h (x i)).comp_hasFDerivAt x (hasFDerivAt_apply i x))
+        (ContinuousLinearMap.proj i : (ι → ℝ) →L[ℝ] ℝ)) x := by
+    intro x
+    have hg : ∀ i, HasFDerivAt (fun y : ι → ℝ => eggBox A h (y i))
+        ((-(2 * π * A / h * sin (2 * π * x i / h))) •
+          (ContinuousLinearMap.proj i : (ι → ℝ) →L[ℝ] ℝ)) x := by
+      intro i
+      have ha : HasFDerivAt (fun y : ι → ℝ => y i)
+          (ContinuousLinearMap.proj i : (ι → ℝ) →L[ℝ] ℝ) x := hasFDerivAt_apply i x
+      have hc := (hasDerivAt_eggBox A h (x i)).comp_hasFDerivAt x ha
+      exact hc
+    have hs := HasFDerivAt.fun_sum (u := Finset.univ) fun i _ => hg i
+    exact (hV x).hasFDerivAt.add hs
   refine ⟨fun x => (hP x).differentiableAt, fun x => ?_⟩
   -- evaluate the derivative on a rigid shift; the interaction drops out
@@ -84,6 +93,6 @@
   have p := fderiv_eq_neg_power (potential V A h) x (fun _ => 1)
   rw [(hP x).fderiv] at p
-  simp only [ContinuousLinearMap.add_apply, ContinuousLinearMap.sum_apply,
-    ContinuousLinearMap.smul_apply, ContinuousLinearMap.proj_apply, smul_eq_mul,
+  simp only [add_apply, sum_apply,
+    smul_apply, ContinuousLinearMap.proj_apply, smul_eq_mul,
     mul_one, one_mul, q, Finset.sum_neg_distrib, zero_add] at p
   rw [Finset.mul_sum]
```
